# In atomic units, the energy shift of a half-line delta well with a distant hard wall is asymptotic to decay constant times free density at the wall

The cutoff radius of a numerical atomic orbital can be set by prescribing the energy shift that the confinement causes; the radius obtained then depends on how this shift falls off as the confining wall moves outwards. For one electron in a delta well on the half-line, in atomic units and with the free orbital normalised on the half-line, the Lean file below proves that the shift, divided by the free orbital's decay constant times its density at the wall, tends to one as the wall recedes to infinity.

```lean
import Mathlib

open Filter Topology Set

namespace DeltaWellEnergyShift

noncomputable section

/-- The orbital `sinh (k (R - r))` on the half-line, confined by a hard wall at `R`. -/
def confinedOrbital (k R r : ℝ) : ℝ := Real.sinh (k * (R - r))

/-- The free orbital `√(2 k0) exp (-k0 r)` of the delta well on the half-line, for `k0 > 0`. -/
def freeOrbital (k0 r : ℝ) : ℝ := Real.sqrt (2 * k0) * Real.exp (-(k0 * r))

/-- The energy `-k² / 2` belonging to the decay constant `k`, in atomic units. -/
def levelEnergy (k : ℝ) : ℝ := -k ^ 2 / 2

/-- The quantisation condition `k = k0 tanh (k R)`, written without a quotient. -/
theorem level_iff (k0 R k : ℝ) :
    k = k0 * Real.tanh (k * R) ↔ k * Real.cosh (k * R) = k0 * Real.sinh (k * R) := by
  rw [Real.tanh_eq_sinh_div_cosh, ← mul_div_assoc, eq_div_iff (Real.cosh_pos _).ne']

/-- The confined orbital vanishes at the wall and solves the free Schrödinger equation with energy
`-k² / 2`; it meets the contact condition `u'(0) = -k0 u(0)` of the delta well exactly when
`k = k0 tanh (k R)`. -/
theorem confinedOrbital_solves (k0 R k : ℝ) :
    confinedOrbital k R R = 0 ∧
    (∀ r, -(1 / 2) * deriv (deriv (confinedOrbital k R)) r
      = levelEnergy k * confinedOrbital k R r) ∧
    (deriv (confinedOrbital k R) 0 = -k0 * confinedOrbital k R 0 ↔
      k = k0 * Real.tanh (k * R)) := by
  have hd : deriv (confinedOrbital k R) = fun r => -k * Real.cosh (k * (R - r)) := by
    funext r
    have h := (((hasDerivAt_id' r).const_sub R).const_mul k).sinh
    exact (h.congr_deriv (by ring)).deriv
  refine ⟨by simp [confinedOrbital], fun r => ?_, ?_⟩
  · have h := ((((hasDerivAt_id' r).const_sub R).const_mul k).cosh).const_mul (-k)
    rw [hd, h.deriv, levelEnergy, confinedOrbital]
    ring
  · rw [level_iff, hd]
    simp only [confinedOrbital, sub_zero]
    constructor <;> intro h <;> linarith

/-- For `k0 > 0` the density of the free orbital is `2 k0 exp (-2 k0 r)`. -/
theorem freeOrbital_sq {k0 : ℝ} (h0 : 0 < k0) (r : ℝ) :
    freeOrbital k0 r ^ 2 = 2 * k0 * Real.exp (-(2 * (k0 * r))) := by
  have h : Real.exp (-(2 * (k0 * r))) = Real.exp (-(k0 * r)) ^ 2 := by
    rw [sq, ← Real.exp_add]
    congr 1
    ring
  rw [freeOrbital, mul_pow, Real.sq_sqrt (by positivity), h]

/-- For `k0 > 0` the free orbital meets the contact condition of the delta well, solves the
Schrödinger equation with energy `-k0² / 2`, and is normalised on the half-line. -/
theorem freeOrbital_solves {k0 : ℝ} (h0 : 0 < k0) :
    deriv (freeOrbital k0) 0 = -k0 * freeOrbital k0 0 ∧
    (∀ r, -(1 / 2) * deriv (deriv (freeOrbital k0)) r = levelEnergy k0 * freeOrbital k0 r) ∧
    ∫ r in Ioi (0 : ℝ), freeOrbital k0 r ^ 2 = 1 := by
  have hu : ∀ r, HasDerivAt (freeOrbital k0) (-k0 * freeOrbital k0 r) r := fun r => by
    have h := (((hasDerivAt_id' r).const_mul k0).fun_neg.exp).const_mul (Real.sqrt (2 * k0))
    exact h.congr_deriv (by rw [freeOrbital]; ring)
  have hd : deriv (freeOrbital k0) = fun r => -k0 * freeOrbital k0 r :=
    funext fun r => (hu r).deriv
  refine ⟨(hu 0).deriv, fun r => ?_, ?_⟩
  · rw [hd, ((hu r).const_mul (-k0)).deriv, levelEnergy]
    ring
  · -- the density has the antiderivative -exp (-2 k0 r)
    have ht : Tendsto (fun r : ℝ => -Real.exp (-(2 * (k0 * r)))) atTop (𝓝 (-0)) :=
      (Real.tendsto_exp_neg_atTop_nhds_zero.comp
        ((tendsto_id.const_mul_atTop h0).const_mul_atTop two_pos)).neg
    have hi := MeasureTheory.integral_Ioi_of_hasDerivAt_of_nonneg' (a := 0)
      (g' := fun r => freeOrbital k0 r ^ 2)
      (fun r _ => by
        have h := ((((hasDerivAt_id' r).const_mul k0).const_mul 2).fun_neg.exp).fun_neg
        exact h.congr_deriv (by rw [freeOrbital_sq h0]; ring))
      (fun r _ => sq_nonneg _) ht
    rw [hi]
    simp

/-- The ratio `sinh t / t` increases strictly for `t > 0`. -/
theorem sinh_slope {p q : ℝ} (hp : 0 < p) (hpq : p < q) :
    q * Real.sinh p < p * Real.sinh q := by
  obtain ⟨c, hc, e1⟩ := exists_hasDerivAt_eq_slope Real.sinh Real.cosh hp
    Real.continuous_sinh.continuousOn (fun x _ => Real.hasDerivAt_sinh x)
  obtain ⟨d, hd, e2⟩ := exists_hasDerivAt_eq_slope Real.sinh Real.cosh hpq
    Real.continuous_sinh.continuousOn (fun x _ => Real.hasDerivAt_sinh x)
  have hcd : Real.cosh c < Real.cosh d := by
    rw [Real.cosh_lt_cosh, abs_of_pos hc.1, abs_of_pos (hp.trans hd.1)]
    exact hc.2.trans hd.1
  rw [eq_div_iff (by linarith), Real.sinh_zero] at e1
  rw [eq_div_iff (by linarith)] at e2
  have e : p * Real.sinh q - q * Real.sinh p
      = p * (q - p) * (Real.cosh d - Real.cosh c) := by
    linear_combination (-p) * e2 + (q - p) * e1
  have := mul_pos (mul_pos hp (sub_pos.2 hpq)) (sub_pos.2 hcd)
  linarith

/-- For `x ≥ 0` one has `x cosh x ≤ (1 + x) sinh x`. -/
theorem mul_cosh_le {x : ℝ} (hx : 0 ≤ x) :
    x * Real.cosh x ≤ (1 + x) * Real.sinh x := by
  have h1 : x ≤ Real.sinh x := Real.self_le_sinh_iff.2 hx
  have h2 : Real.exp (-x) ≤ 1 := Real.exp_le_one_iff.2 (by linarith)
  have h3 := mul_le_mul_of_nonneg_left h2 hx
  rw [← Real.cosh_sub_sinh] at h3
  linarith

/-- For `k0 > 0` and a wall at `R > 1 / k0` there is exactly one `k > 0` with
`k = k0 tanh (k R)`. -/
theorem existsUnique_level {k0 R : ℝ} (h0 : 0 < k0) (hR : 1 / k0 < R) :
    ∃! k, 0 < k ∧ k = k0 * Real.tanh (k * R) := by
  have hR0 : 0 < R := (one_div_pos.2 h0).trans hR
  have h1 : 1 < k0 * R := (div_lt_iff₀' h0).1 hR
  -- two different roots would contradict the monotonicity of sinh t / t
  have key : ∀ k l : ℝ, 0 < k → k < l → k = k0 * Real.tanh (k * R) →
      l = k0 * Real.tanh (l * R) → False := by
    intro k l hk hkl ek el
    rw [level_iff] at ek el
    have hx : 0 < k * R := mul_pos hk hR0
    have hxy : k * R < l * R := mul_lt_mul_of_pos_right hkl hR0
    have h := sinh_slope (sub_pos.2 hxy) (show l * R - k * R < l * R + k * R by linarith)
    rw [Real.sinh_sub, Real.sinh_add] at h
    have e : k * R * Real.cosh (k * R) * Real.sinh (l * R)
        = l * R * Real.cosh (l * R) * Real.sinh (k * R) := by
      linear_combination R * Real.sinh (l * R) * ek - R * Real.sinh (k * R) * el
    linarith
  -- a root lies between k0 - 1 / R and k0
  obtain ⟨a, ha⟩ : ∃ a, a * R = k0 * R - 1 :=
    ⟨k0 - 1 / R, by rw [sub_mul, one_div_mul_cancel hR0.ne']⟩
  have ha0 : 0 < a := (mul_pos_iff_of_pos_right hR0).1 (by linarith)
  have hak : a ≤ k0 := le_of_mul_le_mul_right (by linarith) hR0
  have hfa : a * Real.cosh (a * R) ≤ k0 * Real.sinh (a * R) := by
    have h := mul_cosh_le (mul_pos ha0 hR0).le
    rw [show 1 + a * R = k0 * R by linarith] at h
    exact le_of_mul_le_mul_right (by linarith) hR0
  have hfb := mul_lt_mul_of_pos_left (Real.sinh_lt_cosh (k0 * R)) h0
  have hc : Continuous fun k => k0 * Real.sinh (k * R) - k * Real.cosh (k * R) :=
    (continuous_const.mul (Real.continuous_sinh.comp (continuous_id.mul continuous_const))).sub
      (continuous_id.mul (Real.continuous_cosh.comp (continuous_id.mul continuous_const)))
  obtain ⟨k, hk, e⟩ := intermediate_value_Icc' hak hc.continuousOn
    (show (0 : ℝ) ∈ Icc _ _ from ⟨by linarith, by linarith⟩)
  have ek : k = k0 * Real.tanh (k * R) := (level_iff k0 R k).2 (by linarith)
  have hk0 : 0 < k := ha0.trans_le hk.1
  refine ⟨k, ⟨hk0, ek⟩, fun l hl => ?_⟩
  rcases lt_trichotomy l k with h | h | h
  · exact (key l k hl.1 h hl.2 ek).elim
  · exact h
  · exact (key k l hk0 h ek hl.2).elim

/-- For `k0, R, k > 0` with `k = k0 tanh (k R)`, the wall lowers the decay constant by at most
`1 / R`, and by at most `2 k0 exp (2 - 2 k0 R)`. -/
theorem level_bounds {k0 R k : ℝ} (h0 : 0 < k0) (hR : 0 < R) (hk : 0 < k)
    (h : k = k0 * Real.tanh (k * R)) :
    k0 * R - 1 ≤ k * R ∧ k < k0 ∧ k0 - k ≤ 2 * k0 * Real.exp (2 - 2 * (k0 * R)) := by
  rw [level_iff] at h
  have hx : 0 < k * R := mul_pos hk hR
  have hlow : k0 * R ≤ 1 + k * R := by
    refine le_of_mul_le_mul_right ?_ (Real.sinh_pos_iff.2 hx)
    calc k0 * R * Real.sinh (k * R) = k * R * Real.cosh (k * R) := by
          linear_combination (-R) * h
      _ ≤ _ := mul_cosh_le hx.le
  have hlt : k < k0 := by
    refine lt_of_mul_lt_mul_right ?_ (Real.cosh_pos (k * R)).le
    rw [h]
    exact mul_lt_mul_of_pos_left (Real.sinh_lt_cosh _) h0
  refine ⟨by linarith, hlt, ?_⟩
  have hPQ : Real.exp (k * R) * Real.exp (-(k * R)) = 1 := by
    rw [← Real.exp_add, add_neg_cancel, Real.exp_zero]
  rw [Real.cosh_eq, Real.sinh_eq] at h
  have e : k0 - k = (k + k0) * Real.exp (-(k * R)) ^ 2 := by
    linear_combination (-2 * Real.exp (-(k * R))) * h + (k - k0) * hPQ
  have hQ : Real.exp (-(k * R)) ^ 2 ≤ Real.exp (2 - 2 * (k0 * R)) := by
    rw [sq, ← Real.exp_add]
    exact Real.exp_le_exp.2 (by linarith)
  rw [e]
  exact mul_le_mul (by linarith) hQ (sq_nonneg _) (by linarith)

/-- If `k = k0 tanh (k R)`, the difference `levelEnergy k - levelEnergy k0` is exactly
`k0² / (2 cosh² (k R))`. For `k0, R, k > 0` it is the energy shift caused by the wall. -/
theorem energy_shift_exact {k0 R k : ℝ} (h : k = k0 * Real.tanh (k * R)) :
    levelEnergy k - levelEnergy k0 = k0 ^ 2 / (2 * Real.cosh (k * R) ^ 2) := by
  rw [level_iff] at h
  have hc := Real.cosh_pos (k * R)
  rw [eq_div_iff (by positivity), levelEnergy, levelEnergy]
  linear_combination (-(k * Real.cosh (k * R) + k0 * Real.sinh (k * R))) * h
    + k0 ^ 2 * Real.cosh_sq_sub_sinh_sq (k * R)

/-- Let `k0 > 0` and let `k R > 0` solve the quantisation condition for every wall position
`R > 1 / k0`. Then the energy shift divided by `k0 u(R)²`, with `u` the free orbital, tends to one
as the wall recedes to infinity. -/
theorem energy_shift_asymptotics {k0 : ℝ} (h0 : 0 < k0) (k : ℝ → ℝ)
    (hk : ∀ R, 1 / k0 < R → 0 < k R ∧ k R = k0 * Real.tanh (k R * R)) :
    Tendsto (fun R => (levelEnergy (k R) - levelEnergy k0) / (k0 * freeOrbital k0 R ^ 2))
      atTop (𝓝 1) := by
  have hb : ∀ R, 1 / k0 < R → 0 < R ∧ k0 * R - 1 ≤ k R * R ∧ k R < k0 ∧
      k0 - k R ≤ 2 * k0 * Real.exp (2 - 2 * (k0 * R)) := fun R hR =>
    have hR0 : 0 < R := (one_div_pos.2 h0).trans hR
    ⟨hR0, level_bounds h0 hR0 (hk R hR).1 (hk R hR).2⟩
  have hlin : Tendsto (fun R : ℝ => k0 * R) atTop atTop := tendsto_id.const_mul_atTop h0
  -- the product k R * R of decay constant and wall position grows without bound
  have hx : Tendsto (fun R => k R * R) atTop atTop := by
    refine tendsto_atTop_mono' atTop ?_ (tendsto_atTop_add_const_right atTop (-1) hlin)
    filter_upwards [eventually_gt_atTop (1 / k0)] with R hR
    linarith [(hb R hR).2.1]
  -- the change of the decay constant vanishes faster than 1 / R
  have hgap : Tendsto (fun R => (k0 - k R) * R) atTop (𝓝 0) := by
    have hG : Tendsto (fun R : ℝ => Real.exp 2 *
        ((2 * (k0 * R)) ^ 1 * Real.exp (-(2 * (k0 * R))))) atTop (𝓝 (Real.exp 2 * 0)) :=
      ((Real.tendsto_pow_mul_exp_neg_atTop_nhds_zero 1).comp
        (hlin.const_mul_atTop two_pos)).const_mul _
    rw [mul_zero] at hG
    refine squeeze_zero' ?_ ?_ hG
    · filter_upwards [eventually_gt_atTop (1 / k0)] with R hR
      exact mul_nonneg (by linarith [(hb R hR).2.2.1]) (hb R hR).1.le
    · filter_upwards [eventually_gt_atTop (1 / k0)] with R hR
      have h := mul_le_mul_of_nonneg_right (hb R hR).2.2.2 (hb R hR).1.le
      rw [sub_eq_add_neg 2, Real.exp_add] at h
      linarith
  have h1 : Tendsto (fun R => Real.exp ((k0 - k R) * R)) atTop (𝓝 (Real.exp 0)) :=
    (Real.continuous_exp.tendsto 0).comp hgap
  have h2 : Tendsto (fun R => Real.exp (-(2 * (k R * R)))) atTop (𝓝 0) :=
    Real.tendsto_exp_neg_atTop_nhds_zero.comp (hx.const_mul_atTop two_pos)
  have h3 : Tendsto (fun R => (Real.exp ((k0 - k R) * R) /
      (1 + Real.exp (-(2 * (k R * R))))) ^ 2) atTop (𝓝 ((Real.exp 0 / (1 + 0)) ^ 2)) :=
    (h1.div (h2.const_add 1) (by norm_num)).pow 2
  rw [show (Real.exp 0 / (1 + 0)) ^ 2 = 1 by simp] at h3
  refine h3.congr' ?_
  -- the ratio in closed form
  filter_upwards [eventually_gt_atTop (1 / k0)] with R hR
  have e1 : Real.exp ((k0 - k R) * R) = Real.exp (k0 * R) / Real.exp (k R * R) := by
    rw [← Real.exp_sub, sub_mul]
  have e2 : ∀ y : ℝ, Real.exp (-(2 * y)) = (Real.exp y ^ 2)⁻¹ := fun y => by
    rw [Real.exp_neg, two_mul, Real.exp_add, sq]
  rw [energy_shift_exact (hk R hR).2, freeOrbital_sq h0, e1, e2, e2, Real.cosh_eq,
    Real.exp_neg]
  have hE := Real.exp_pos (k0 * R)
  have hX := Real.exp_pos (k R * R)
  generalize Real.exp (k0 * R) = E at hE ⊢
  generalize Real.exp (k R * R) = X at hX ⊢
  field_simp

end

end DeltaWellEnergyShift
```

```lean
#print axioms DeltaWellEnergyShift.confinedOrbital_solves
#print axioms DeltaWellEnergyShift.freeOrbital_solves
#print axioms DeltaWellEnergyShift.existsUnique_level
#print axioms DeltaWellEnergyShift.energy_shift_asymptotics
```

```
'DeltaWellEnergyShift.confinedOrbital_solves' depends on axioms: [propext, Classical.choice, Quot.sound]
'DeltaWellEnergyShift.freeOrbital_solves' depends on axioms: [propext, Classical.choice, Quot.sound]
'DeltaWellEnergyShift.existsUnique_level' depends on axioms: [propext, Classical.choice, Quot.sound]
'DeltaWellEnergyShift.energy_shift_asymptotics' depends on axioms: [propext, Classical.choice, Quot.sound]
```

## The limit and its hypotheses

Let $k_0>0$ be the decay constant of the free bound state, $R$ the wall position and $k(R)$ the decay constant with the wall present. The main theorem, `energy_shift_asymptotics`, assumes that for every $R>1/k_0$

$$k(R)>0,\qquad k(R)=k_0\tanh\bigl(k(R)\,R\bigr),$$

and concludes that

$$\frac{\bigl(k_0^2-k(R)^2\bigr)/2}{k_0\,u(R)^2}\longrightarrow 1\quad (R\to\infty),\qquad u(r)=\sqrt{2k_0}\,e^{-k_0r}.$$

In Lean, `k` is a function `ℝ → ℝ`, so `k R * R` is the product $k(R)\,R$. Its values for $R\le 1/k_0$ are arbitrary and do not affect the limit. The theorem `existsUnique_level` shows that exactly one positive solution exists for each $R>1/k_0$, so such a function exists and is fixed on that range. The threshold has a physical meaning: since $\tanh x<x$ for $x>0$, a positive solution requires $k_0R>1$. A closer wall leaves no level of negative energy.

## A delta well seen from one side

In atomic units, the potential $-k_0\delta(x)$ makes the derivative of an even state jump by $-2k_0$ times its value at the origin. On the half-line $r>0$ this becomes the contact condition $u'(0)=-k_0u(0)$, which is how the file represents the well. The wall at $R$ stands for the strict cutoff of the orbital; in the full symmetric problem there is a second wall at $-R$.

`confinedOrbital` is $v(r)=\sinh(k(R-r))$. It vanishes at $R$, and $v''=k^2v$ gives $-\tfrac12v''=-\tfrac{k^2}{2}v$, the energy called `levelEnergy k`. Since $v'(0)=-k\cosh(kR)$, the contact condition reads $k\cosh(kR)=k_0\sinh(kR)$, which is the tanh equation. These statements form `confinedOrbital_solves`. The orbital is left unnormalised, which does not affect its energy; its normalised form on $[0,R]$ is $v(r)/\sqrt{\sinh(2kR)/(4k)-R/2}$ for $k>0$.

`freeOrbital_solves` does the same for $u$, with energy $-k_0^2/2$, and proves $\int_0^\infty u^2\,dr=1$ from the antiderivative $-e^{-2k_0r}$ of the density $2k_0e^{-2k_0r}$. This half-line normalisation fixes the prefactor: an orbital normalised on the whole line has half the density, and the shift is then asymptotic to $2k_0$ times that density.

The model has one electron, one dimension and no Coulomb tail. The file works with explicit solutions and does not construct a Hamiltonian operator. Within this model, solving the leading form $\Delta E\approx 2k_0^2e^{-2k_0R}$ for the radius gives the estimate $R\approx\ln(2k_0^2/\Delta E)/(2k_0)$ for a small prescribed shift $\Delta E$.

## One root for each wall position

For $x\ge0$, `mul_cosh_le` follows from

$$x\cosh x-x\sinh x=xe^{-x}\le x\le\sinh x,$$

that is, $x\cosh x\le(1+x)\sinh x$.

Put $f(k)=k_0\sinh(kR)-k\cosh(kR)$ and $a=k_0-1/R>0$. With $x=aR$ we have $k_0R=1+x$, so $Rf(a)=(1+x)\sinh x-x\cosh x\ge0$. At the other end $f(k_0)=-k_0e^{-k_0R}<0$. The intermediate value theorem, `intermediate_value_Icc'`, gives a root in $[a,k_0]$.

For uniqueness, `sinh_slope` shows that $\sinh t/t$ increases strictly for $t>0$. By the mean value theorem, the slopes of $\sinh$ over $[0,p]$ and $[p,q]$ are $\cosh c$ and $\cosh d$ with $c<d$, so the second is larger. Suppose there were two roots $k<l$, and write $x=kR$, $y=lR$. Applying the lemma to $y-x<y+x$ and expanding with the addition formulas gives

$$x\cosh x\,\sinh y<y\cosh y\,\sinh x.$$

The two root equations make both sides equal to $k_0R\sinh x\sinh y$, a contradiction.

## How fast the decay constant recovers

Now let $k$ be the root and $x=kR$. Multiplying the root equation by $R$ gives $k_0R\sinh x=x\cosh x\le(1+x)\sinh x$, hence $kR\ge k_0R-1$. Also $k<k_0$, because $\tanh x<1$. Written in exponentials, the root equation is $(k_0-k)e^{x}=(k_0+k)e^{-x}$, so

$$0<k_0-k=(k_0+k)e^{-2kR}\le2k_0e^{2-2k_0R}.$$

These are the estimates in `level_bounds`. The first, crude bound on $kR$ is what turns the implicit exponent into an explicit one.

## From the exact shift to the ratio

Substituting the root equation gives `energy_shift_exact`:

$$\frac{k_0^2-k^2}{2}=\frac{k_0^2\bigl(1-\tanh^2(kR)\bigr)}{2}=\frac{k_0^2}{2\cosh^2(kR)}.$$

Lean clears the denominator and lets `linear_combination` combine the root equation with $\cosh^2-\sinh^2=1$. Dividing by $k_0u(R)^2=2k_0^2e^{-2k_0R}$ gives

$$\frac{e^{2k_0R}}{4\cosh^2(kR)}=\left[\frac{e^{(k_0-k)R}}{1+e^{-2kR}}\right]^2.$$

The numerator needs more than $k\to k_0$, since the difference is multiplied by $R$. The exponential estimate supplies it: $0\le(k_0-k)R\le2k_0R\,e^{2-2k_0R}\to0$. This is `hgap`, obtained with `squeeze_zero'`. The lower bound on $kR$ gives $kR\to\infty$, which is `hx`, so the denominator tends to one. The bracket therefore tends to $e^0/(1+0)=1$, and so does its square.

The Lean proof takes this limit first, in `h3`, and then uses `filter_upwards` to identify the closed form with the original ratio for all $R>1/k_0$. There it names the two exponentials `E` and `X`, and `field_simp` verifies the remaining identity between fractions.
